# The power spectrum of Rader's kernel for Fourier transforms of prime length

A signal on three grid points has samples \(x_0,x_1,x_2\) and discrete Fourier transform (DFT) \(X_k=\sum_j x_j e^{-2\pi i jk/3}\). With \(b(0)=e^{-2\pi i/3}\) and \(b(1)=e^{-4\pi i/3}\), the two outputs at nonzero \(k\) are

\[
X_1-x_0=x_1b(0)+x_2b(1),\qquad X_2-x_0=x_1b(1)+x_2b(0).
\]

This is a cyclic correlation of length two, which a DFT of length two turns into a product. The spectrum of \(b\) is \(B(0)=b(0)+b(1)=-1\) and \(B(1)=b(0)-b(1)=-i\sqrt3\), with squared moduli 1 and 3. The same two numbers follow from overlaps: \(b\) has overlap 2 with itself and \(-1\) with its shifted copy, and the DFT of \((2,-1)\) is \((1,3)\).

For a general prime \(p\), Rader's algorithm lists the nonzero indices as powers of a generator \(g\) of the multiplicative group modulo \(p\) (for \(p=3\), \(g=2\)) and writes

\[
X_{g^m}-x_0=\sum_{q=0}^{p-2}x_{g^q}\,b(q+m),\qquad b(q)=e^{-2\pi i g^q/p}.
\]

The problems below determine the power spectrum of \(b\). The result concerns \(b\) alone; the reordering just displayed, which rests on \(g^qg^m=g^{q+m}\), links it to an actual transform and is not formalised here. Plane-wave electronic-structure codes apply DFTs along the axes of a grid, usually with lengths that are products of small primes. The result bears on an axis of prime length \(p\) treated by Rader's method, when the correlation is carried out at length \(p-1\) without zero-padding; rounding is not considered.

## Transform, correlation and kernel

Signals are functions from the natural numbers to \(\mathbb C\), and a sum over `range N` runs over \(0,\dots,N-1\).

```lean
import Mathlib

open Finset
open scoped ComplexConjugate

namespace RaderKernelSpectrum

noncomputable section
```

The elementary phase is \(w=e^{-2\pi i k/N}\), where the integer \(k\) labels the wave number.

```lean
/-- The elementary phase `exp(-2πi k/N)` of a DFT of length `N > 0` at wave number `k`. -/
def phase (N k : ℕ) : ℂ := Complex.exp (-(2 * Real.pi * Complex.I * k / N))
```

The DFT has a minus sign in the exponent and no prefactor.

```lean
/-- The DFT of length `N > 0` of the samples `u 0, …, u (N-1)`, at wave number `k`. -/
def dft (N : ℕ) (u : ℕ → ℂ) (k : ℕ) : ℂ := ∑ q ∈ range N, u q * phase N k ^ q
```

The correlation has no complex conjugate on its first factor, unlike the usual cross-correlation of signal processing.

```lean
/-- The correlation `∑ a(q) b(q+m)` over `N` samples; it is cyclic when `b` has period `N`. -/
def correlate (N : ℕ) (a b : ℕ → ℂ) (m : ℕ) : ℂ := ∑ q ∈ range N, a q * b (q + m)
```

In the kernel, `g` is an invertible residue modulo \(p\), and `.val` takes the representative of \(g^q\) between 0 and \(p-1\). Below, \(B(k)\) denotes `dft (p - 1) (raderKernel g) k`.

```lean
/-- Rader's kernel `b(q) = exp(-2πi g^q/p)`, with `g^q` reduced modulo `p > 0`. -/
def raderKernel {p : ℕ} (g : (ZMod p)ˣ) (q : ℕ) : ℂ :=
  Complex.exp (-(2 * Real.pi * Complex.I * (((g ^ q : (ZMod p)ˣ) : ZMod p).val : ℂ) / p))
```

## (a) Moving the start of a period

Let \(f\) have period \(N\). Show that the sum over a full period is the same from any starting point \(m\):

\[
\sum_{i=0}^{N-1}f(i+m)=\sum_{i=0}^{N-1}f(i).
\]

**Solution.** Use induction on \(m\). Moving the start from \(m\) to \(m+1\) removes the term \(f(m)\) and adds \(f(N+m)\), which is equal to it. In Lean, `h1` and `h2` split the same sum of \(N+1\) terms at its last and at its first term, and `h4` is the periodicity.

```lean
/-- A sum over one full period does not depend on where the period starts. -/
theorem sum_shift (N : ℕ) (f : ℕ → ℂ) (hf : ∀ i, f (i + N) = f i) (m : ℕ) :
    ∑ i ∈ range N, f (i + m) = ∑ i ∈ range N, f i := by
  induction m with
  | zero => simp
  | succ m ih =>
    have h1 := Finset.sum_range_succ (fun i => f (i + m)) N
    have h2 := Finset.sum_range_succ' (fun i => f (i + m)) N
    have h3 : ∑ i ∈ range N, f (i + (m + 1)) = ∑ i ∈ range N, f (i + 1 + m) :=
      Finset.sum_congr rfl fun i _ => by congr 1; ring
    have h4 : f (N + m) = f (0 + m) := by rw [add_comm N m, hf, zero_add]
    rw [h3, ← ih]
    linear_combination h1 - h2 + h4
```

## (b) The geometric sum of phases

For \(N>0\), show that \(w^N=1\) and

\[
\sum_{m=0}^{N-1}w^m=\begin{cases}N,&N\mid k,\\0,&\text{otherwise.}\end{cases}
\]

**Solution.** First, \(w^N=e^{-2\pi i k}=1\). If \(N\) divides \(k\), then \(w=1\) and every term is 1. Otherwise \(w\ne1\), and \((1-w)\sum_m w^m=1-w^N=0\) forces the sum to vanish. Lean writes \(w\) as the \(k\)-th power of a primitive \(N\)-th root of unity, so that \(w=1\) exactly when \(N\mid k\).

```lean
/-- The elementary phase of a DFT of length `N > 0` is an `N`-th root of unity, and its first `N`
powers sum to `N` if `N` divides the wave number, and to zero otherwise. -/
theorem sum_phase {N : ℕ} (hN : N ≠ 0) (k : ℕ) :
    phase N k ^ N = 1 ∧ ∑ m ∈ range N, phase N k ^ m = if N ∣ k then (N : ℂ) else 0 := by
  have hr := (Complex.isPrimitiveRoot_exp N hN).inv
  have hk : phase N k = (Complex.exp (2 * Real.pi * Complex.I / N))⁻¹ ^ k := by
    rw [← Complex.exp_neg, ← Complex.exp_nat_mul, phase]
    congr 1
    ring
  have h1 : phase N k ^ N = 1 := by
    rw [hk, ← pow_mul, mul_comm k N, pow_mul, hr.pow_eq_one, one_pow]
  refine ⟨h1, ?_⟩
  split_ifs with hd
  · have : phase N k = 1 := by rw [hk]; exact (hr.pow_eq_one_iff_dvd k).2 hd
    simp [this]
  · have hne : phase N k ≠ 1 := fun h => hd ((hr.pow_eq_one_iff_dvd k).1 (hk ▸ h))
    have hs := mul_neg_geom_sum (phase N k) N
    rw [h1, sub_self] at hs
    exact (mul_eq_zero.1 hs).resolve_left (sub_ne_zero.2 hne.symm)
```

## (c) A correlation becomes a product

Let \(b\) be any signal of period \(N>0\), let \(a\) be any signal, and put \(C(m)=\sum_{q=0}^{N-1}a(q)b(q+m)\). Show that

\[
\sum_{m=0}^{N-1}C(m)w^m=\Big(\sum_{m=0}^{N-1}b(m)w^m\Big)\Big(\sum_{q=0}^{N-1}a(q)\bar w^{\,q}\Big).
\]

**Solution.** Since \(w^N=1\), we have \(|w|=1\) and \(w\bar w=1\), so \(w^m=w^{q+m}\bar w^{\,q}\). Exchanging the sums gives

\[
\sum_q a(q)\bar w^{\,q}\sum_m b(q+m)w^{q+m}.
\]

The function \(b(i)w^i\) has period \(N\), so by (a) the inner sum is the DFT of \(b\) for every \(q\). In the code, `key` is this step at fixed \(q\), and `Finset.sum_comm` exchanges the sums.

```lean
/-- Correlation theorem: for a kernel `b` of period `N > 0`, the DFT of the correlation of `a`
with `b` is the DFT of `b` times the sum of `a` against the conjugate phases. -/
theorem dft_correlate {N : ℕ} (hN : N ≠ 0) (a b : ℕ → ℂ) (hb : ∀ i, b (i + N) = b i) (k : ℕ) :
    dft N (correlate N a b) k = dft N b k * ∑ q ∈ range N, a q * conj (phase N k) ^ q := by
  have h1 := (sum_phase hN k).1
  have hn : ‖phase N k‖ = 1 :=
    (pow_eq_one_iff_of_nonneg (norm_nonneg _) hN).1 (by rw [← norm_pow, h1, norm_one])
  have hc : phase N k * conj (phase N k) = 1 := by
    rw [Complex.mul_conj, Complex.normSq_eq_norm_sq, hn]; simp
  -- for each `q`, shift the summation over `m` by `q`
  have key : ∀ q, ∑ m ∈ range N, a q * b (q + m) * phase N k ^ m
      = dft N b k * (a q * conj (phase N k) ^ q) := by
    intro q
    have hs : ∑ m ∈ range N, b (m + q) * phase N k ^ (m + q) = dft N b k :=
      sum_shift N (fun m => b m * phase N k ^ m)
        (fun i => by simp only [hb, pow_add, h1, mul_one]) q
    have hq : phase N k ^ q * conj (phase N k) ^ q = 1 := by rw [← mul_pow, hc, one_pow]
    rw [← hs, Finset.sum_mul]
    refine Finset.sum_congr rfl fun m _ => ?_
    rw [add_comm m q, pow_add]
    linear_combination (-(a q * b (q + m) * phase N k ^ m)) * hq
  calc dft N (correlate N a b) k
      = ∑ m ∈ range N, ∑ q ∈ range N, a q * b (q + m) * phase N k ^ m := by
        simp only [dft, correlate, Finset.sum_mul]
    _ = ∑ q ∈ range N, ∑ m ∈ range N, a q * b (q + m) * phase N k ^ m := Finset.sum_comm
    _ = _ := by
        rw [Finset.mul_sum]
        exact Finset.sum_congr rfl fun q _ => key q
```

## (d) The order of a generator

From here on \(p\) is prime, and the hypothesis `hg` says that every invertible residue is a power of \(g\). Such a \(g\) exists for every prime; here it is given. Show that the smallest positive exponent \(n\) with \(g^n=1\) is

\[
\operatorname{ord}(g)=p-1.
\]

**Solution.** The order of a generator is the size of the group. Modulo a prime, all \(p-1\) nonzero residues are invertible.

```lean
variable {p : ℕ} [Fact p.Prime] {g : (ZMod p)ˣ}

/-- A generator of the units modulo a prime `p` has order `p - 1`. -/
lemma order_eq (hg : ∀ u, u ∈ Subgroup.zpowers g) : orderOf g = p - 1 := by
  rw [orderOf_eq_card_of_forall_mem_zpowers hg, Nat.card_eq_fintype_card, ZMod.card_units]
```

## (e) The kernel as a character

Let \(\chi(x)=e^{2\pi i x/p}\) for a residue \(x\); this is `ZMod.stdAddChar`, a plane wave on \(p\) points. Show that

\[
b(q)=\chi(-g^q).
\]

**Solution.** Because \(\chi(x+y)=\chi(x)\chi(y)\), we have \(\chi(-x)=\chi(x)^{-1}=e^{-2\pi i x/p}\). Put \(x=g^q\).

```lean
/-- For `p` prime, Rader's kernel is the standard additive character of `ZMod p` at `-g^q`. -/
lemma kernel_eq (q : ℕ) :
    raderKernel g q = ZMod.stdAddChar (-((g ^ q : (ZMod p)ˣ) : ZMod p)) := by
  rw [AddChar.map_neg_eq_inv, ZMod.stdAddChar_apply, ZMod.toCircle_apply, ← Complex.exp_neg]
  rfl
```

## (f) The period of the kernel

Show that

\[
b(q+p-1)=b(q).
\]

**Solution.** By (d), \(g^{q+p-1}=g^q g^{p-1}=g^q\), and \(b(q)\) depends only on this residue.

```lean
/-- For `p` prime and `g` a generator, Rader's kernel has period `p - 1`. -/
lemma kernel_periodic (hg : ∀ u, u ∈ Subgroup.zpowers g) (q : ℕ) :
    raderKernel g (q + (p - 1)) = raderKernel g q := by
  have h : g ^ (q + (p - 1)) = g ^ q := by
    rw [pow_add, ← order_eq hg, pow_orderOf_eq_one, mul_one]
  simp only [raderKernel, h]
```

## (g) Summing a plane wave over the powers of the generator

For a residue \(c\), show that

\[
\sum_{m=0}^{p-2}\chi(g^mc)=\begin{cases}p-1,&c=0,\\-1,&c\neq0.\end{cases}
\]

**Solution.** By (d) the powers \(g^0,\dots,g^{p-2}\) are distinct. They are \(p-1\) nonzero residues, hence all of them, each occurring once. Adding the term \(\chi(0)=1\) completes the sum to \(\sum_x\chi(xc)\) over all residues. This is \(p\) for \(c=0\); for \(c\ne0\) it is a geometric sum with ratio \(\chi(c)\ne1\) and \(\chi(c)^p=1\), so it vanishes. Subtract the 1 again.

In Lean, `hinj` states that the powers are distinct, `himg` that they exhaust the nonzero residues, and `AddChar.sum_mulShift` supplies the complete sum. The two cases appear as \(p\) or 0, minus 1.

```lean
/-- For `p` prime and `g` a generator, the sum of the standard additive character at `g^m * c` over
`m = 0, …, p - 2` is `p - 1` if the frequency `c` is zero, and `-1` otherwise. -/
theorem sum_char_powers (hg : ∀ u, u ∈ Subgroup.zpowers g) (c : ZMod p) :
    ∑ m ∈ range (p - 1), (ZMod.stdAddChar (((g ^ m : (ZMod p)ˣ) : ZMod p) * c) : ℂ)
      = (if c = 0 then (p : ℂ) else 0) - 1 := by
  have hinj : Set.InjOn (fun m : ℕ => ((g ^ m : (ZMod p)ˣ) : ZMod p)) (range (p - 1)) := by
    intro a ha b hb h
    exact pow_injOn_Iio_orderOf (by simpa [order_eq hg] using ha)
      (by simpa [order_eq hg] using hb) (Units.ext h)
  -- the powers of `g` exhaust the nonzero residues
  have himg : (range (p - 1)).image (fun m : ℕ => ((g ^ m : (ZMod p)ˣ) : ZMod p))
      = univ.erase 0 := by
    refine Finset.eq_of_subset_of_card_le ?_ ?_
    · intro x hx
      obtain ⟨m, _, rfl⟩ := Finset.mem_image.1 hx
      exact Finset.mem_erase.2 ⟨Units.ne_zero _, Finset.mem_univ _⟩
    · rw [Finset.card_image_of_injOn hinj, Finset.card_erase_of_mem (Finset.mem_univ _),
        Finset.card_univ, ZMod.card, Finset.card_range]
  have h := Finset.sum_image (f := fun x : ZMod p => (ZMod.stdAddChar (x * c) : ℂ)) hinj
  rw [himg, Finset.sum_erase_eq_sub (Finset.mem_univ _),
    AddChar.sum_mulShift c (ZMod.isPrimitive_stdAddChar p)] at h
  rw [← h]
  split_ifs <;> simp [ZMod.card]
```

## (h) Overlaps of shifted kernels

For shifts \(q\) and \(s\), show that

\[
\sum_{m=0}^{p-2}b(q+m)\overline{b(s+m)}=\begin{cases}p-1,&q\equiv s\pmod{p-1},\\-1,&\text{otherwise.}\end{cases}
\]

**Solution.** By (e), and because conjugation reverses the sign of the argument of \(\chi\), each term is

\[
\chi(-g^{q+m}+g^{s+m})=\chi\big(g^m(g^s-g^q)\big).
\]

Apply (g) with \(c=g^s-g^q\). By (d), \(c=0\) exactly when \(q\equiv s\) modulo \(p-1\), which is `hiff` in the code.

```lean
/-- For `p` prime and `g` a generator, two shifted copies of Rader's kernel have overlap `p - 1`
over `p - 1` samples if the shifts agree modulo `p - 1`, and `-1` otherwise. -/
theorem kernel_overlap (hg : ∀ u, u ∈ Subgroup.zpowers g) (q s : ℕ) :
    ∑ m ∈ range (p - 1), raderKernel g (q + m) * conj (raderKernel g (s + m))
      = (if q ≡ s [MOD p - 1] then (p : ℂ) else 0) - 1 := by
  have hiff : ((g ^ s : (ZMod p)ˣ) : ZMod p) - ((g ^ q : (ZMod p)ˣ) : ZMod p) = 0
      ↔ q ≡ s [MOD p - 1] := by
    rw [sub_eq_zero, Units.val_inj, eq_comm, pow_eq_pow_iff_modEq, order_eq hg]
  have h := sum_char_powers hg (((g ^ s : (ZMod p)ˣ) : ZMod p) - ((g ^ q : (ZMod p)ˣ) : ZMod p))
  simp only [hiff] at h
  rw [← h]
  refine Finset.sum_congr rfl fun m _ => ?_
  rw [kernel_eq, kernel_eq, ← AddChar.map_neg_eq_conj, neg_neg, ← AddChar.map_add_eq_mul]
  congr 1
  simp only [pow_add, Units.val_mul]
  ring
```

## (i) The power spectrum

Show that for every \(k\)

\[
|B(k)|^2=\begin{cases}1,&(p-1)\mid k,\\p,&\text{otherwise.}\end{cases}
\]

**Solution.** Set \(N=p-1\) and \(a=\bar b\) in (c), which (f) permits. The second factor on the right becomes \(\sum_q\overline{b(q)}\,\bar w^{\,q}=\overline{B(k)}\), so the right-hand side is \(|B(k)|^2\). On the left, \(C(m)\) is the overlap from (h) with shifts \(m\) and 0. For \(0\le m\le p-2\) it equals \(p\,\delta_{m0}-1\), where \(\delta_{m0}\) is 1 at \(m=0\) and 0 elsewhere. Therefore

\[
|B(k)|^2=\sum_{m=0}^{p-2}(p\,\delta_{m0}-1)w^m=p-\sum_{m=0}^{p-2}w^m.
\]

By (b) the last sum is \(p-1\) if \(p-1\) divides \(k\), and 0 otherwise. For \(p=2\) the kernel has the single value \(-1\), and only the first case occurs.

The code follows the same order: `hcorr` evaluates \(C(m)\), `hconj` identifies \(\overline{B(k)}\), and `hpeak` sums the \(\delta_{m0}\) term. The identity is obtained in \(\mathbb C\) and carried back to \(\mathbb R\) by `Complex.ofReal_injective`.

```lean
/-- Spectrum of Rader's kernel: for `p` prime and `g` a generator, the length `p - 1` DFT of the
kernel has squared modulus `1` if `p - 1` divides `k`, and `p` at every other `k`. -/
theorem kernel_power_spectrum (hg : ∀ u, u ∈ Subgroup.zpowers g) (k : ℕ) :
    ‖dft (p - 1) (raderKernel g) k‖ ^ 2 = if p - 1 ∣ k then 1 else (p : ℝ) := by
  have hN : p - 1 ≠ 0 := by
    have := (Fact.out : p.Prime).two_le
    omega
  have hcorr : ∀ m, correlate (p - 1) (fun q => conj (raderKernel g q)) (raderKernel g) m
      = (if m ≡ 0 [MOD p - 1] then (p : ℂ) else 0) - 1 := by
    intro m
    rw [← kernel_overlap hg m 0]
    exact Finset.sum_congr rfl fun q _ => by rw [zero_add, add_comm q m, mul_comm]
  have hconj : ∑ q ∈ range (p - 1), conj (raderKernel g q) * conj (phase (p - 1) k) ^ q
      = conj (dft (p - 1) (raderKernel g) k) := by
    simp only [dft, map_sum, map_mul, map_pow]
  -- only the zero shift contributes the peak `p`
  have hpeak : ∑ m ∈ range (p - 1),
      (if m ≡ 0 [MOD p - 1] then (p : ℂ) else 0) * phase (p - 1) k ^ m = p := by
    rw [Finset.sum_eq_single_of_mem 0 (Finset.mem_range.2 (Nat.pos_of_ne_zero hN))]
    · rw [if_pos (Nat.ModEq.refl 0), pow_zero, mul_one]
    · intro m hm hm0
      rw [if_neg, zero_mul]
      exact fun h => hm0 (Nat.ModEq.eq_of_lt_of_lt h (Finset.mem_range.1 hm)
        (Nat.pos_of_ne_zero hN))
  have h := dft_correlate hN (fun q => conj (raderKernel g q)) (raderKernel g)
    (kernel_periodic hg) k
  rw [hconj, Complex.mul_conj, Complex.normSq_eq_norm_sq, dft] at h
  simp only [hcorr, sub_mul, one_mul, Finset.sum_sub_distrib] at h
  rw [hpeak, (sum_phase hN k).2] at h
  apply Complex.ofReal_injective
  rw [← h]
  split_ifs
  · rw [Nat.cast_sub (Fact.out : p.Prime).one_le]
    simp
  · simp
```

## (j) No zeros in the spectrum

Show that for every \(k\)

\[
B(k)\neq0.
\]

**Solution.** If \(B(k)\) were zero, its squared modulus would be zero, but (i) gives 1 or \(p\). The two branches of `split_ifs` refute these two cases. In (c), with Rader's kernel as \(b\), one may therefore divide by \(B(k)\) and obtain the sums \(\sum_q a(q)\bar w^{\,q}\) from the correlation; because these sums carry \(\bar w\) in place of \(w\), a further DFT over \(k=0,\dots,p-2\), with the minus sign in its exponent, followed by division by \(p-1\), returns the samples \(a(0),\dots,a(p-2)\).

```lean
/-- For `p` prime and `g` a generator, the length `p - 1` DFT of Rader's kernel vanishes at no
wave number. -/
theorem kernel_dft_ne_zero (hg : ∀ u, u ∈ Subgroup.zpowers g) (k : ℕ) :
    dft (p - 1) (raderKernel g) k ≠ 0 := by
  intro h0
  have h := kernel_power_spectrum hg k
  have hp : (p : ℝ) ≠ 0 := Nat.cast_ne_zero.2 (Fact.out : p.Prime).ne_zero
  rw [h0, norm_zero] at h
  split_ifs at h
  · norm_num at h
  · exact hp (by linarith)


end

end RaderKernelSpectrum
```

```lean
#print axioms RaderKernelSpectrum.kernel_power_spectrum
#print axioms RaderKernelSpectrum.kernel_dft_ne_zero
```

```
'RaderKernelSpectrum.kernel_power_spectrum' depends on axioms: [propext, Classical.choice, Quot.sound]
'RaderKernelSpectrum.kernel_dft_ne_zero' depends on axioms: [propext, Classical.choice, Quot.sound]
```
